# For a Hermitian Hamiltonian matrix, the thermal correlator of an orbital that particle-hole symmetry maps to itself is smallest at β/2

## Two sites without hopping

Take two fermionic sites, 0 and 1, with occupation numbers $n_0,n_1$ and energy

$$H=V\left(n_0-\tfrac12\right)\left(n_1-\tfrac12\right).$$

The states $|00\rangle$ and $|11\rangle$ have energy $V/4$; the states $|01\rangle$ and $|10\rangle$ have energy $-V/4$. At inverse temperature $\beta$, create a particle on site 0, let the system evolve for an imaginary time $\tau$, and remove the particle again:

$$G(\tau)=\mathrm{Tr}\left(e^{-(\beta-\tau)H}c_0\,e^{-\tau H}c_0^\dagger\right).$$

Two processes contribute. Starting from $|00\rangle$, the system spends $\tau$ in $|10\rangle$, with weight $e^{-V(\beta-2\tau)/4}$. Starting from $|01\rangle$, it spends $\tau$ in $|11\rangle$, with weight $e^{V(\beta-2\tau)/4}$. Hence

$$G(\tau)=2\cosh\frac{V(\beta-2\tau)}{4}.$$

Exchanging particles and holes maps $|00\rangle$ to $|11\rangle$ and $|01\rangle$ to $|10\rangle$, up to signs. It therefore turns each process into the other with the durations $\tau$ and $\beta-\tau$ interchanged, and the sum is unchanged under $\tau\to\beta-\tau$. The minimum lies at $\tau=\beta/2$. With the partition function $Z=4\cosh(\beta V/4)$, the normalised value there is $1/(2\cosh(\beta V/4))$, which is at most $1/2$.

## Reflection in imaginary time

In general, let $H$ be a finite complex matrix and let $c_i$ be matrices labelled by orbitals $i$. The particle-hole symmetry used here is a unitary $W$ with

$$WH=HW,\qquad Wc_iW^\dagger=s_ic_i^\dagger,$$

where the $s_i$ are complex numbers, usually signs. Each orbital $i$ is thus mapped to itself, with creation and annihilation exchanged. Define

$$G_{ij}(\tau)=\mathrm{Tr}\left(e^{-(\beta-\tau)H}c_i\,e^{-\tau H}c_j^\dagger\right).$$

Conjugating everything under the trace by $W$ leaves its value unchanged, and $W$ commutes with the exponentials. The adjoint of the symmetry relation is $Wc_j^\dagger W^\dagger=\bar s_jc_j$. Therefore

$$\begin{aligned}
G_{ij}(\tau)&=\mathrm{Tr}\left(e^{-(\beta-\tau)H}\,Wc_iW^\dagger\,e^{-\tau H}\,Wc_j^\dagger W^\dagger\right)\\
&=s_i\bar s_j\,\mathrm{Tr}\left(e^{-(\beta-\tau)H}c_i^\dagger e^{-\tau H}c_j\right)\\
&=s_i\bar s_j\,\mathrm{Tr}\left(e^{-\tau H}c_j\,e^{-(\beta-\tau)H}c_i^\dagger\right)
=s_i\bar s_j\,G_{ji}(\beta-\tau).
\end{aligned}$$

The third line uses cyclicity. For $i=j$ and $|s_i|=1$ the prefactor is 1, so $G_{ii}(\tau)=G_{ii}(\beta-\tau)$.

## The midpoint from a squared norm

Now let $H$ be Hermitian, let $a$ be any matrix of the same size, and write $G$ for its correlator with itself. Put

$$D(x,y)=e^{-xH}a\,e^{-yH}.$$

Since the exponentials are Hermitian, cyclicity gives

$$\mathrm{Tr}\left(D(x,y)^\dagger D(u,v)\right)=\mathrm{Tr}\left(e^{-(x+u)H}a\,e^{-(y+v)H}a^\dagger\right),$$

which is $G(y+v)$ whenever $x+u+y+v=\beta$. Choose

$$A=D\left(\tfrac{\beta-\tau}{2},\tfrac{\tau}{2}\right),\qquad B=D\left(\tfrac{\tau}{2},\tfrac{\beta-\tau}{2}\right).$$

Then $\mathrm{Tr}(A^\dagger A)=G(\tau)$ and $\mathrm{Tr}(B^\dagger B)=G(\beta-\tau)$, while both cross terms equal $G(\beta/2)$. Expanding the squared norm of $A-B$,

$$0\le\mathrm{Tr}\left((A-B)^\dagger(A-B)\right)=G(\tau)+G(\beta-\tau)-2G(\beta/2).$$

For $a=c_i$ with particle-hole symmetry and $|s_i|=1$, the first two terms are equal, and so $G_{ii}(\beta/2)\le G_{ii}(\tau)$.

A bound by the partition function needs no particle-hole symmetry. If $aa^\dagger+a^\dagger a=1$, the endpoint values add up to

$$G(0)+G(\beta)=\mathrm{Tr}\left(e^{-\beta H}(aa^\dagger+a^\dagger a)\right)=Z,$$

and setting $\tau=0$ in the inequality gives $2G(\beta/2)\le Z$.

The same square gives convexity. Taking $B=D((\beta-\tau')/2,\tau'/2)$ instead yields

$$2G\left(\tfrac{\tau+\tau'}{2}\right)\le G(\tau)+G(\tau')$$

for any two times, and with continuity $G$ is convex in $\tau$.

## What the Lean statements say

`boltz H τ` is $e^{-\tau H}$, and `corr β H a b τ` is the trace with $a$ and $b^\dagger$, not divided by $Z$. In the usual fermionic convention, the Green's function for $0<\tau<\beta$ is minus this trace divided by $Z$, so the minimum of `corr` is a minimum of the Green's function's magnitude. A chemical potential, if there is one, is included in `H`. The superscript `ᴴ` denotes the adjoint.

`IsParticleHole W H c s` collects the three conditions on $W$. The reflection theorem `corr_reflection` assumes neither that `H` is Hermitian nor that the `c i` are fermionic. `corr_diag_symm` adds `‖s i‖ = 1`, and `corr_min_at_midpoint` further adds `H.IsHermitian`. The relation $aa^\dagger+a^\dagger a=1$ is assumed only in `corr_midpoint_le_partition`. All these theorems allow any real `β` and `τ`; the thermal reading takes $\beta>0$ and $0\le\tau\le\beta$. The minimum need not be unique: for $V=0$ in the opening example, $G$ is constant.

The inequalities are between complex numbers. In the order used here, $z\le w$ means that the real parts satisfy the inequality and the imaginary parts agree.

`dimer t V` adds hopping with amplitude $t$ to the opening example. The parameter $V$ is the interaction strength, and the shifts by $1/2$ fix the chemical potential at the particle-hole symmetric point. `dimer_witness` shows that this model is Hermitian and has a particle-hole symmetry for all real $t$ and $V$, with $s_0=-1$ and $s_1=1$. It also checks $c_ic_i^\dagger+c_i^\dagger c_i=1$ for each site. The midpoint result therefore holds for the two site orbitals. It does not carry over to the bonding and antibonding orbitals $(c_0\pm c_1)/\sqrt2$, which this symmetry exchanges: for $V=0$ and $t\ne0$ their correlators are proportional to $e^{\pm t\tau}$ and have no minimum at $\beta/2$.

For finite interacting clusters with this symmetry, the reflection relation offers a consistency check on computed imaginary-time data. Infinite lattices and bosonic modes with unbounded occupation lie beyond these finite matrices.

## The Lean file

```lean
import Mathlib

open Matrix
open scoped ComplexOrder

namespace ParticleHoleCorrelator

noncomputable section

variable {n ι : Type*} [Fintype n] [DecidableEq n]

/-- The imaginary-time evolution operator `exp(-τ H)`. -/
def boltz (H : Matrix n n ℂ) (τ : ℝ) : Matrix n n ℂ :=
  NormedSpace.exp ((-(τ : ℂ)) • H)

/-- The unnormalised thermal correlator `Tr(exp(-(β-τ)H) a exp(-τH) b*)`. -/
def corr (β : ℝ) (H a b : Matrix n n ℂ) (τ : ℝ) : ℂ :=
  trace (boltz H (β - τ) * a * boltz H τ * bᴴ)

/-- The operator `a` with imaginary-time evolution `x` on its left and `y` on its right. -/
def dressed (H a : Matrix n n ℂ) (x y : ℝ) : Matrix n n ℂ :=
  boltz H x * a * boltz H y

/-- A unitary `W` that commutes with `H` and whose conjugation turns each matrix `c i` into its
adjoint, up to a factor `s i`. -/
structure IsParticleHole (W H : Matrix n n ℂ) (c : ι → Matrix n n ℂ) (s : ι → ℂ) : Prop where
  unitary : W * Wᴴ = 1
  commute : W * H = H * W
  flip : ∀ i, W * c i * Wᴴ = s i • (c i)ᴴ

/-- Imaginary-time evolutions compose by adding their durations. -/
theorem boltz_add (H : Matrix n n ℂ) (x y : ℝ) :
    boltz H (x + y) = boltz H x * boltz H y := by
  have h : -((x + y : ℝ) : ℂ) = -(x : ℂ) + -(y : ℂ) := by push_cast; ring
  unfold boltz
  rw [h, add_smul]
  exact Matrix.exp_add_of_commute _ _ (((Commute.refl H).smul_left _).smul_right _)

/-- Particle-hole symmetry relates the correlator of orbitals `i, j` at time `τ` to that of
`j, i` at time `β - τ`. -/
theorem corr_reflection {W H : Matrix n n ℂ} {c : ι → Matrix n n ℂ} {s : ι → ℂ}
    (h : IsParticleHole W H c s) (β τ : ℝ) (i j : ι) :
    corr β H (c i) (c j) τ = s i * star (s j) * corr β H (c j) (c i) (β - τ) := by
  have hW : Wᴴ * W = 1 := mul_eq_one_comm.mp h.unitary
  have hE : ∀ x, W * boltz H x = boltz H x * W := fun x =>
    (Commute.smul_right (show Commute W H from h.commute) (-(x : ℂ))).exp_right
  -- the adjoint relation: creation operators become annihilation operators
  have hflip : W * (c j)ᴴ * Wᴴ = star (s j) • c j := by
    have h1 := congrArg conjTranspose (h.flip j)
    rw [conjTranspose_smul, conjTranspose_conjTranspose, conjTranspose_mul,
      conjTranspose_mul, conjTranspose_conjTranspose, ← Matrix.mul_assoc] at h1
    exact h1
  have hmid : Wᴴ * boltz H τ * W = boltz H τ := by
    rw [Matrix.mul_assoc, ← hE, ← Matrix.mul_assoc, hW, Matrix.one_mul]
  -- conjugating everything under the trace by W changes nothing
  have hconj : boltz H (β - τ) * (W * c i * Wᴴ) * boltz H τ * (W * (c j)ᴴ * Wᴴ)
      = W * (boltz H (β - τ) * c i * boltz H τ * (c j)ᴴ) * Wᴴ := by
    calc _ = (boltz H (β - τ) * W) * c i * (Wᴴ * boltz H τ * W) * (c j)ᴴ * Wᴴ := by
          simp only [Matrix.mul_assoc]
      _ = _ := by
          rw [hmid, ← hE]
          simp only [Matrix.mul_assoc]
  have htr : corr β H (c i) (c j) τ
      = trace (boltz H (β - τ) * (W * c i * Wᴴ) * boltz H τ * (W * (c j)ᴴ * Wᴴ)) := by
    rw [hconj, trace_mul_comm, ← Matrix.mul_assoc, hW, Matrix.one_mul]
    rfl
  -- cyclicity exchanges the two time intervals
  have hcyc : trace (boltz H (β - τ) * (c i)ᴴ * boltz H τ * c j)
      = trace (boltz H τ * c j * boltz H (β - τ) * (c i)ᴴ) := by
    rw [Matrix.mul_assoc (boltz H (β - τ) * (c i)ᴴ), trace_mul_comm, ← Matrix.mul_assoc]
  rw [htr, h.flip i, hflip]
  simp only [Matrix.mul_smul, Matrix.smul_mul, trace_smul, smul_eq_mul]
  rw [hcyc, corr, sub_sub_cancel]
  ring

/-- With particle-hole symmetry and a factor `s i` of modulus one, the correlator of the single
orbital `i` is unchanged under `τ → β - τ`. -/
theorem corr_diag_symm {W H : Matrix n n ℂ} {c : ι → Matrix n n ℂ} {s : ι → ℂ}
    (h : IsParticleHole W H c s) (β τ : ℝ) (i : ι) (hs : ‖s i‖ = 1) :
    corr β H (c i) (c i) (β - τ) = corr β H (c i) (c i) τ := by
  have h1 : s i * star (s i) = 1 := by
    change s i * (starRingEnd ℂ) (s i) = 1
    rw [Complex.mul_conj, Complex.normSq_eq_norm_sq, hs]
    norm_num
  rw [corr_reflection h β τ i i, h1, one_mul]

/-- For Hermitian `H`, the Hilbert-Schmidt overlap of two dressed copies of `a` is a thermal
correlator whose time intervals are the sums of the dressing times. -/
theorem trace_dressed {H : Matrix n n ℂ} (hH : H.IsHermitian) (a : Matrix n n ℂ)
    {β t x y u v : ℝ} (h1 : x + u = β - t) (h2 : v + y = t) :
    trace ((dressed H a x y)ᴴ * dressed H a u v) = corr β H a a t := by
  have hE : ∀ r, (boltz H r)ᴴ = boltz H r := by
    intro r
    have hr : star (-(r : ℂ)) = -(r : ℂ) := by simp
    unfold boltz
    rw [← Matrix.exp_conjTranspose, conjTranspose_smul, hH.eq, hr]
  unfold corr dressed
  rw [← h1, ← h2, boltz_add, boltz_add]
  calc _ = trace ((boltz H y * aᴴ) * (boltz H x * boltz H u * a * boltz H v)) := by
        simp only [conjTranspose_mul, hE, Matrix.mul_assoc]
    _ = trace ((boltz H x * boltz H u * a * boltz H v) * (boltz H y * aᴴ)) :=
        trace_mul_comm _ _
    _ = _ := by simp only [Matrix.mul_assoc]

/-- For Hermitian `H`, twice the correlator at `β/2` is at most the sum of its values at
`τ` and `β - τ`. -/
theorem corr_midpoint_le {H : Matrix n n ℂ} (hH : H.IsHermitian) (a : Matrix n n ℂ)
    (β τ : ℝ) :
    2 * corr β H a a (β / 2) ≤ corr β H a a τ + corr β H a a (β - τ) := by
  -- the squared norm of the difference of two dressed operators is nonnegative
  have hpos := (posSemidef_conjTranspose_mul_self
    (dressed H a ((β - τ) / 2) (τ / 2) - dressed H a (τ / 2) ((β - τ) / 2))).trace_nonneg
  rw [conjTranspose_sub, Matrix.sub_mul, Matrix.mul_sub, Matrix.mul_sub, trace_sub,
    trace_sub, trace_sub,
    trace_dressed hH a (β := β) (t := τ) (by ring) (by ring),
    trace_dressed hH a (β := β) (t := β / 2) (by ring) (by ring),
    trace_dressed hH a (β := β) (t := β / 2) (by ring) (by ring),
    trace_dressed hH a (β := β) (t := β - τ) (by ring) (by ring)] at hpos
  rw [← sub_nonneg]
  convert hpos using 1
  ring

/-- With particle-hole symmetry and Hermitian `H`, the correlator of a single orbital takes
its smallest value at `τ = β/2`. -/
theorem corr_min_at_midpoint {W H : Matrix n n ℂ} {c : ι → Matrix n n ℂ} {s : ι → ℂ}
    (h : IsParticleHole W H c s) (hH : H.IsHermitian) (β τ : ℝ) (i : ι) (hs : ‖s i‖ = 1) :
    corr β H (c i) (c i) (β / 2) ≤ corr β H (c i) (c i) τ := by
  have h1 := corr_midpoint_le hH (c i) β τ
  rw [corr_diag_symm h β τ i hs, Complex.le_def] at h1
  simp only [Complex.mul_re, Complex.mul_im, Complex.add_re, Complex.add_im,
    Complex.re_ofNat, Complex.im_ofNat] at h1
  rw [Complex.le_def]
  exact ⟨by linarith [h1.1], by linarith [h1.2]⟩

/-- If `a a* + a* a = 1` and `H` is Hermitian, twice the correlator of `a` with itself at `β/2` is
at most the partition function. -/
theorem corr_midpoint_le_partition {H a : Matrix n n ℂ} (hH : H.IsHermitian)
    (hcar : a * aᴴ + aᴴ * a = 1) (β : ℝ) :
    2 * corr β H a a (β / 2) ≤ trace (boltz H β) := by
  have h0 : boltz H 0 = 1 := by simp [boltz, NormedSpace.exp_zero]
  have h2 : trace (a * boltz H β * aᴴ) = trace (boltz H β * (aᴴ * a)) := by
    rw [Matrix.mul_assoc, trace_mul_comm, Matrix.mul_assoc]
  -- the anticommutator fixes the sum of the two endpoint values
  have hsum : corr β H a a 0 + corr β H a a β = trace (boltz H β) := by
    unfold corr
    rw [sub_zero, sub_self, h0, Matrix.mul_one, Matrix.one_mul, h2, Matrix.mul_assoc,
      ← trace_add, ← Matrix.mul_add, hcar, Matrix.mul_one]
  have h3 := corr_midpoint_le hH a β 0
  rwa [sub_zero, hsum] at h3

/-- Annihilation operators of two fermionic sites in the basis `00, 01, 10, 11`. -/
def site : Fin 2 → Matrix (Fin 4) (Fin 4) ℂ :=
  ![!![0, 0, 1, 0; 0, 0, 0, 1; 0, 0, 0, 0; 0, 0, 0, 0],
    !![0, 1, 0, 0; 0, 0, 0, 0; 0, 0, 0, -1; 0, 0, 0, 0]]

/-- Two sites with hopping `t` and interaction `V (n₀ - 1/2)(n₁ - 1/2)`. -/
def dimer (t V : ℝ) : Matrix (Fin 4) (Fin 4) ℂ :=
  (-(t : ℂ)) • ((site 0)ᴴ * site 1 + (site 1)ᴴ * site 0) +
    (V : ℂ) • (((site 0)ᴴ * site 0 - (1 / 2 : ℂ) • 1) * ((site 1)ᴴ * site 1 - (1 / 2 : ℂ) • 1))

/-- The matrix of the two-site Hamiltonian in the occupation basis. -/
theorem dimer_eq (t V : ℝ) : dimer t V =
    !![(V : ℂ) / 4, 0, 0, 0; 0, -(V : ℂ) / 4, -(t : ℂ), 0;
      0, -(t : ℂ), -(V : ℂ) / 4, 0; 0, 0, 0, (V : ℂ) / 4] := by
  ext i j
  fin_cases i <;> fin_cases j <;>
    simp [dimer, site, Matrix.mul_apply, Fin.sum_univ_four, Matrix.one_apply] <;> ring

/-- The two-site model is Hermitian, each site operator `a` satisfies `a a* + a* a = 1`, and the
model has a particle-hole symmetry with opposite signs on the two sites. -/
theorem dimer_witness (t V : ℝ) :
    (dimer t V).IsHermitian ∧ (∀ i, site i * (site i)ᴴ + (site i)ᴴ * site i = 1) ∧
    IsParticleHole !![0, 0, 0, -1; 0, 0, 1, 0; 0, 1, 0, 0; -1, 0, 0, 0]
      (dimer t V) site ![-1, 1] := by
  refine ⟨?_, ?_, ?_, ?_, ?_⟩
  · rw [dimer_eq]
    ext i j
    fin_cases i <;> fin_cases j <;> simp
  · intro k
    ext i j
    simp only [Matrix.add_apply, Matrix.mul_apply, conjTranspose_apply, Fin.sum_univ_four]
    fin_cases k <;> fin_cases i <;> fin_cases j <;> simp [site]
  · ext i j
    fin_cases i <;> fin_cases j <;> simp [Matrix.mul_apply, Fin.sum_univ_four]
  · rw [dimer_eq]
    ext i j
    fin_cases i <;> fin_cases j <;> simp [Matrix.mul_apply, Fin.sum_univ_four]
  · intro k
    ext i j
    fin_cases k <;> fin_cases i <;> fin_cases j <;>
      simp [site, Matrix.mul_apply, Fin.sum_univ_four]

end

end ParticleHoleCorrelator
```

```lean
#print axioms ParticleHoleCorrelator.corr_min_at_midpoint
-- 'ParticleHoleCorrelator.corr_min_at_midpoint' depends on axioms: [propext, Classical.choice, Quot.sound]
#print axioms ParticleHoleCorrelator.corr_midpoint_le_partition
-- 'ParticleHoleCorrelator.corr_midpoint_le_partition' depends on axioms: [propext, Classical.choice, Quot.sound]
```

## From the trace identities to the tactics

`boltz_add` is the composition law $e^{-(x+y)H}=e^{-xH}e^{-yH}$, valid because multiples of the same matrix commute.

In `corr_reflection`, `hE` moves $W$ past the exponential and `hflip` is the adjoint of the symmetry relation. The steps `hconj` and `htr` insert $W$ under the trace, and `hcyc` exchanges the two time intervals. The final rewrites extract $s_i\bar s_j$ and use $\beta-(\beta-\tau)=\tau$. `corr_diag_symm` then needs only $s_i\bar s_i=1$.

`trace_dressed` is the overlap formula for $D$, which the file calls `dressed`. The sums of times enter as the hypotheses `h1` and `h2`, so the lemma can be applied to all four terms of the expanded square, with `ring` checking the times in each case.

`corr_min_at_midpoint` inserts the reflection symmetry into `corr_midpoint_le`, splits the complex inequality with `Complex.le_def`, and divides by two in each part with `linarith`. In `corr_midpoint_le_partition`, `hsum` is the endpoint identity. For the dimer, `dimer_eq` computes the Hamiltonian matrix, and `dimer_witness` checks the required matrix identities entry by entry.

## Positivity as a complex inequality

The positivity used in `corr_midpoint_le` comes from the Mathlib lemma `posSemidef_conjTranspose_mul_self`, which says that $M^\dagger M$ is positive semidefinite for every matrix $M$. Applied to $M=A-B$ and followed by `.trace_nonneg`, it gives `hpos`, the statement that $\mathrm{Tr}(M^\dagger M)\ge0$.

This is an inequality in `ℂ`, made available by `open scoped ComplexOrder`. It therefore says both that the trace is real and that it is nonnegative. The proof can expand the square and substitute correlators without first passing to real parts or diagonalising $H$. After the four uses of `trace_dressed`, `hpos` differs from the desired inequality only by rearrangement, which `convert` and `ring` complete.
